# Three orthogonal hybrids, each mixing s and p, have their composition fixed by the angles between them

To read the s and p character of an atom's bonding hybrids off an optimised geometry, one inserts three bond angles $t_{12}, t_{13}, t_{23}$ into

$$l_1=-\frac{\cos t_{23}}{\cos t_{12}\cos t_{13}}$$

and its two analogues. Here $l_i>0$, called the hybridisation index, is the ratio of p to s weight in hybrid $i$, an $sp^{l_i}$ hybrid; many textbooks write it $\lambda_i^2$. The formula holds for mutually orthogonal hybrids built from one s and three p orbitals of a single atom. That these hybrids point along the bonds is a further physical assumption, which fails for bent bonds.

## Orbitals and directions

```lean
import Mathlib

open InnerProductGeometry

namespace HybridOrbitals

noncomputable section

/-- Directions in ordinary three-dimensional space. -/
abbrev Direction := EuclideanSpace ℝ (Fin 3)
```

A `Direction` is a vector in ordinary space. Unit length is required separately, where it is needed.

```lean
variable {E : Type*} [NormedAddCommGroup E] [InnerProductSpace ℝ E]

/-- The p orbital along `n`: the combination of the orbitals `φ 1, φ 2, φ 3`
(p_x, p_y, p_z) with the components of `n` as coefficients. -/
def pOrbital (φ : Fin 4 → E) (n : Direction) : E :=
  ∑ k : Fin 3, n k • φ k.succ
```

The orbitals live in a real inner product space `E`, whose inner product is the overlap integral. The family `φ` has four members: `φ 0` is s, and `φ 1`, `φ 2`, `φ 3` are $p_x,p_y,p_z$. Lean numbers the components of `n` from 0, so `k.succ` pairs component $k$ with orbital $k+1$:

$$p(n)=n_0p_x+n_1p_y+n_2p_z.$$

```lean
/-- The unnormalised hybrid `s + √l p(n)`, for `l ≥ 0`, where `φ 0` is the s orbital. -/
def hybrid (φ : Fin 4 → E) (l : ℝ) (n : Direction) : E :=
  φ 0 + Real.sqrt l • pOrbital φ n
```

This is $h=s+\sqrt l\,p(n)$. For orthonormal orbitals and unit $n$, the normalised hybrid is $h/\sqrt{1+l}$, with s weight $1/(1+l)$ and p weight $l/(1+l)$. Normalisation does not affect orthogonality.

## The overlap of two hybrids

```lean
/-- For orthonormal s and p orbitals, the overlap of two p orbitals is the scalar
product of their directions. -/
theorem pOrbital_overlap {φ : Fin 4 → E} (h : Orthonormal ℝ φ) (n m : Direction) :
    inner ℝ (pOrbital φ n) (pOrbital φ m) = inner ℝ n m := by
  have key := (h.comp Fin.succ (Fin.succ_injective 3)).inner_sum
    (fun k => n k) (fun k => m k) Finset.univ
  simpa [pOrbital, PiLp.inner_apply, mul_comm] using key
```

A theorem lists its hypotheses, then after the colon its statement, and after `:=` its proof. Here `h` says that the orbitals are orthonormal, so in the double sum only equal indices survive:

$$\langle p(n)|p(m)\rangle=\sum_k n_km_k=n\cdot m.$$

```lean
/-- For orthonormal s and p orbitals, unit directions and `l ≥ 0`, the overlap
of two hybrids is `1 + √(l m) cos t`, with `t` the angle between their directions. -/
theorem hybrid_overlap {φ : Fin 4 → E} (h : Orthonormal ℝ φ) {l m : ℝ} (hl : 0 ≤ l)
    {n k : Direction} (hn : ‖n‖ = 1) (hk : ‖k‖ = 1) :
    inner ℝ (hybrid φ l n) (hybrid φ m k)
      = 1 + Real.sqrt (l * m) * Real.cos (angle n k) := by
  -- s is normalised and orthogonal to every p orbital
  have ss : inner ℝ (φ 0) (φ 0) = (1 : ℝ) := by
    rw [real_inner_self_eq_norm_sq, h.1 0]; norm_num
  have sp : ∀ v : Direction, inner ℝ (φ 0) (pOrbital φ v) = (0 : ℝ) := by
    intro v
    rw [pOrbital, inner_sum]
    apply Finset.sum_eq_zero
    intro i _
    have h0 : inner ℝ (φ 0) (φ i.succ) = (0 : ℝ) := h.2 (Fin.succ_ne_zero i).symm
    rw [inner_smul_right, h0, mul_zero]
  have ps : ∀ v : Direction, inner ℝ (pOrbital φ v) (φ 0) = (0 : ℝ) := by
    intro v
    rw [real_inner_comm]
    exact sp v
  -- for unit directions the scalar product is the cosine
  have hc : inner ℝ n k = Real.cos (angle n k) := by
    rw [← cos_angle_mul_norm_mul_norm, hn, hk]; ring
  simp only [hybrid, inner_add_left, inner_add_right, real_inner_smul_left,
    real_inner_smul_right, pOrbital_overlap h, ss, sp, ps, hc, Real.sqrt_mul hl]
  ring
```

In this theorem `m` is the second hybrid's index, meant to be non-negative like `l`, and `k` is its direction. Expanding the product gives

$$\langle s|s\rangle+\sqrt m\,\langle s|p(k)\rangle+\sqrt l\,\langle p(n)|s\rangle+\sqrt{l}\sqrt{m}\;n\cdot k=1+\sqrt{lm}\cos t.$$

The facts `ss`, `sp` and `ps` evaluate the terms containing s, and `hc` replaces $n\cdot k$ by $\cos t$ for unit vectors. Normalised hybrids have this overlap divided by $\sqrt{(1+l)(1+m)}$.

```lean
/-- Two hybrids with indices `l ≥ 0` and `m` and unit directions, built on orthonormal
orbitals, are orthogonal exactly when `1 + √(l m) cos t = 0`. -/
theorem hybrid_orthogonal_iff {φ : Fin 4 → E} (h : Orthonormal ℝ φ) {l m : ℝ} (hl : 0 ≤ l)
    {n k : Direction} (hn : ‖n‖ = 1) (hk : ‖k‖ = 1) :
    inner ℝ (hybrid φ l n) (hybrid φ m k) = (0 : ℝ)
      ↔ 1 + Real.sqrt (l * m) * Real.cos (angle n k) = 0 := by
  rw [hybrid_overlap h hl hn hk]
```

The sign `↔` means "exactly when". Setting the overlap to zero gives the criterion.

```lean
/-- Two hybrids with the same `l > 0` and unit directions, built on orthonormal orbitals,
are orthogonal exactly when `cos t = -1/l`. -/
theorem equivalent_hybrids_iff {φ : Fin 4 → E} (h : Orthonormal ℝ φ) {l : ℝ} (hl : 0 < l)
    {n k : Direction} (hn : ‖n‖ = 1) (hk : ‖k‖ = 1) :
    inner ℝ (hybrid φ l n) (hybrid φ l k) = (0 : ℝ) ↔ Real.cos (angle n k) = -1 / l := by
  rw [hybrid_orthogonal_iff h hl.le hn hk, Real.sqrt_mul_self hl.le, eq_div_iff hl.ne']
  constructor <;> intro e <;> linarith
```

For equal indices $\sqrt{l\cdot l}=l$, so the criterion is $1+l\cos t=0$, or $\cos t=-1/l$.

## Solving three conditions for three indices

```lean
/-- For positive `l₁, l₂, l₃`, the three conditions `1 + √(l_i l_j) c_ij = 0` hold exactly when
`x = c₁₂`, `y = c₁₃`, `z = c₂₃` are negative and fix each `l_i` by a quotient. -/
theorem conditions_solved {l₁ l₂ l₃ x y z : ℝ} (p₁ : 0 < l₁) (p₂ : 0 < l₂) (p₃ : 0 < l₃) :
    (1 + Real.sqrt (l₁ * l₂) * x = 0 ∧ 1 + Real.sqrt (l₁ * l₃) * y = 0 ∧
      1 + Real.sqrt (l₂ * l₃) * z = 0) ↔
    (x < 0 ∧ y < 0 ∧ z < 0) ∧
      l₁ = -z / (x * y) ∧ l₂ = -y / (x * z) ∧ l₃ = -x / (y * z) := by
  constructor
  · rintro ⟨h₁, h₂, h₃⟩
    have neg : ∀ L c : ℝ, 1 + Real.sqrt L * c = 0 → c < 0 := by
      intro L c hc
      by_contra hn
      have := mul_nonneg (Real.sqrt_nonneg L) (not_lt.1 hn)
      linarith
    have hx := neg _ _ h₁
    have hy := neg _ _ h₂
    have hz := neg _ _ h₃
    -- the product of two conditions, reduced by the third
    have elim : ∀ a b c u v w : ℝ, 1 + a * b * u = 0 → 1 + a * c * v = 0 →
        1 + b * c * w = 0 → a ^ 2 * (u * v) = -w := by
      intro a b c u v w H₁ H₂ H₃
      linear_combination a ^ 2 * u * v * H₃ - w * a * c * v * H₁ + w * H₂
    rw [Real.sqrt_mul p₁.le] at h₁ h₂
    rw [Real.sqrt_mul p₂.le] at h₃
    have e₁ := elim _ _ _ _ _ _ h₁ h₂ h₃
    have e₂ := elim (Real.sqrt l₂) (Real.sqrt l₁) (Real.sqrt l₃) x z y
      (by linarith) h₃ h₂
    have e₃ := elim (Real.sqrt l₃) (Real.sqrt l₁) (Real.sqrt l₂) y z x
      (by linarith) (by linarith) h₁
    rw [Real.sq_sqrt p₁.le] at e₁
    rw [Real.sq_sqrt p₂.le] at e₂
    rw [Real.sq_sqrt p₃.le] at e₃
    exact ⟨⟨hx, hy, hz⟩, (eq_div_iff (mul_ne_zero hx.ne hy.ne)).2 e₁,
      (eq_div_iff (mul_ne_zero hx.ne hz.ne)).2 e₂,
      (eq_div_iff (mul_ne_zero hy.ne hz.ne)).2 e₃⟩
  · rintro ⟨⟨hx, hy, hz⟩, e₁, e₂, e₃⟩
    -- a negative cosine selects the root -1 of (√L c)² = 1
    have root : ∀ L c : ℝ, 0 < L → c < 0 → L * c ^ 2 = 1 → 1 + Real.sqrt L * c = 0 := by
      intro L c hL hc h
      have hs := Real.sq_sqrt hL.le
      have hneg := mul_neg_of_pos_of_neg (Real.sqrt_pos.2 hL) hc
      have hf : (Real.sqrt L * c - 1) * (1 + Real.sqrt L * c) = 0 := by
        linear_combination c ^ 2 * hs + h
      exact (mul_eq_zero.1 hf).resolve_left (by linarith)
    have nx := hx.ne
    have ny := hy.ne
    have nz := hz.ne
    refine ⟨root _ _ (mul_pos p₁ p₂) hx ?_, root _ _ (mul_pos p₁ p₃) hy ?_,
      root _ _ (mul_pos p₂ p₃) hz ?_⟩
    · rw [e₁, e₂]; field_simp
    · rw [e₁, e₃]; field_simp
    · rw [e₂, e₃]; field_simp
```

This is pure algebra, with $x=\cos t_{12}$, $y=\cos t_{13}$, $z=\cos t_{23}$ in mind. Write $a=\sqrt{l_1}$, $b=\sqrt{l_2}$, $c=\sqrt{l_3}$. The conditions are

$$abx=-1,\qquad acy=-1,\qquad bcz=-1.$$

The roots are positive, so $x,y,z$ are negative (`neg`). The first two conditions multiply to $a^2bc\,xy=1$. Multiplying by $z$ and using $bcz=-1$ gives $-a^2xy=z$, hence $l_1=-z/(xy)$. The step `elim` does this once and is applied three times with permuted labels.

Conversely, the quotients give

$$l_1l_2=\frac{-z}{xy}\cdot\frac{-y}{xz}=\frac1{x^2},$$

so $\sqrt{l_1l_2}\,x$ is $1$ or $-1$. Since $x<0$, it is $-1$ (`root`). The other pairs go the same way.

```lean
/-- Three hybrids with positive `l_i` and unit directions, built on orthonormal orbitals, are
mutually orthogonal exactly when the cosines of the angles between them are negative and
`l₁ = -cos t₂₃ / (cos t₁₂ cos t₁₃)`, with the analogous formulas for `l₂` and `l₃`. -/
theorem three_hybrids_orthogonal_iff {φ : Fin 4 → E} (h : Orthonormal ℝ φ)
    {l₁ l₂ l₃ : ℝ} (p₁ : 0 < l₁) (p₂ : 0 < l₂) (p₃ : 0 < l₃)
    {n₁ n₂ n₃ : Direction} (u₁ : ‖n₁‖ = 1) (u₂ : ‖n₂‖ = 1) (u₃ : ‖n₃‖ = 1) :
    (inner ℝ (hybrid φ l₁ n₁) (hybrid φ l₂ n₂) = (0 : ℝ) ∧
      inner ℝ (hybrid φ l₁ n₁) (hybrid φ l₃ n₃) = (0 : ℝ) ∧
      inner ℝ (hybrid φ l₂ n₂) (hybrid φ l₃ n₃) = (0 : ℝ)) ↔
    (Real.cos (angle n₁ n₂) < 0 ∧ Real.cos (angle n₁ n₃) < 0 ∧
      Real.cos (angle n₂ n₃) < 0) ∧
      l₁ = -Real.cos (angle n₂ n₃) / (Real.cos (angle n₁ n₂) * Real.cos (angle n₁ n₃)) ∧
      l₂ = -Real.cos (angle n₁ n₃) / (Real.cos (angle n₁ n₂) * Real.cos (angle n₂ n₃)) ∧
      l₃ = -Real.cos (angle n₁ n₂) / (Real.cos (angle n₁ n₃) * Real.cos (angle n₂ n₃)) := by
  rw [hybrid_orthogonal_iff h p₁.le u₁ u₂, hybrid_orthogonal_iff h p₁.le u₁ u₃,
    hybrid_orthogonal_iff h p₂.le u₂ u₃]
  exact conditions_solved p₁ p₂ p₃
```

The two-hybrid criterion turns each overlap into one of these conditions, and the algebra finishes the proof. Orthogonality thus requires three negative cosines as well as the three quotients.

## The angles are obtuse

```lean
/-- If three directions have pairwise negative scalar products, the angle between the first
two is obtuse: larger than `π/2` and smaller than `π`. -/
theorem angle_obtuse {n₁ n₂ n₃ : Direction} (h₁₂ : inner ℝ n₁ n₂ < (0 : ℝ))
    (h₁₃ : inner ℝ n₁ n₃ < (0 : ℝ)) (h₂₃ : inner ℝ n₂ n₃ < (0 : ℝ)) :
    Real.pi / 2 < angle n₁ n₂ ∧ angle n₁ n₂ < Real.pi := by
  constructor
  · by_contra hle
    have hc : 0 ≤ Real.cos (angle n₁ n₂) :=
      Real.cos_nonneg_of_neg_pi_div_two_le_of_le
        (by linarith [angle_nonneg n₁ n₂, Real.pi_pos]) (not_lt.1 hle)
    have := mul_nonneg hc (mul_nonneg (norm_nonneg n₁) (norm_nonneg n₂))
    rw [cos_angle_mul_norm_mul_norm] at this
    linarith
  · -- opposite directions cannot both be obtuse to a third one
    refine lt_of_le_of_ne (angle_le_pi n₁ n₂) fun hpi => ?_
    obtain ⟨_, r, hr, e⟩ := angle_eq_pi_iff.1 hpi
    rw [e, real_inner_smul_left] at h₂₃
    linarith [mul_pos_of_neg_of_neg hr h₁₃]
```

If $t_{12}\le\pi/2$, its cosine would be non-negative and so would $n_1\cdot n_2$, against the hypothesis. If $t_{12}=\pi$, then $n_2=rn_1$ with $r<0$, so $n_2\cdot n_3=r\,(n_1\cdot n_3)>0$, again a contradiction. Relabelling treats the other two angles. For unit vectors the scalar products are the cosines, so this applies to any three orthogonal hybrids of the kind above.

```lean
/-- Any three unit directions with pairwise negative cosines carry three mutually orthogonal
hybrids with positive `l_i`, given orthonormal s and p orbitals. -/
theorem exists_orthogonal_hybrids {φ : Fin 4 → E} (h : Orthonormal ℝ φ)
    {n₁ n₂ n₃ : Direction} (u₁ : ‖n₁‖ = 1) (u₂ : ‖n₂‖ = 1) (u₃ : ‖n₃‖ = 1)
    (hx : Real.cos (angle n₁ n₂) < 0) (hy : Real.cos (angle n₁ n₃) < 0)
    (hz : Real.cos (angle n₂ n₃) < 0) :
    ∃ l₁ l₂ l₃ : ℝ, (0 < l₁ ∧ 0 < l₂ ∧ 0 < l₃) ∧
      inner ℝ (hybrid φ l₁ n₁) (hybrid φ l₂ n₂) = (0 : ℝ) ∧
      inner ℝ (hybrid φ l₁ n₁) (hybrid φ l₃ n₃) = (0 : ℝ) ∧
      inner ℝ (hybrid φ l₂ n₂) (hybrid φ l₃ n₃) = (0 : ℝ) := by
  have q₁ := div_pos (neg_pos.2 hz) (mul_pos_of_neg_of_neg hx hy)
  have q₂ := div_pos (neg_pos.2 hy) (mul_pos_of_neg_of_neg hx hz)
  have q₃ := div_pos (neg_pos.2 hx) (mul_pos_of_neg_of_neg hy hz)
  exact ⟨_, _, _, ⟨q₁, q₂, q₃⟩, (three_hybrids_orthogonal_iff h q₁ q₂ q₃ u₁ u₂ u₃).2
    ⟨⟨hx, hy, hz⟩, rfl, rfl, rfl⟩⟩
```

Conversely, three negative cosines make every quotient positive: $-z>0$ and $xy>0$, and likewise for the others. Taking these quotients as the $l_i$ gives orthogonal hybrids along the given directions.

## The trigonal sp² set

```lean
/-- Three directions in the xy plane, pointing to the corners of an equilateral triangle. -/
def trigonal : Fin 3 → Direction :=
  ![!₂[1, 0, 0], !₂[-1 / 2, Real.sqrt 3 / 2, 0], !₂[-1 / 2, -(Real.sqrt 3 / 2), 0]]
```

The three vectors, numbered 0 to 2, lie in a plane at $120^\circ$ to each other.

```lean
/-- On the standard orthonormal basis of four-dimensional space, the hybrids with `l = 2`
along the three trigonal unit directions are mutually orthogonal. -/
theorem trigonal_witness :
    Orthonormal ℝ (EuclideanSpace.basisFun (Fin 4) ℝ) ∧ (∀ i, ‖trigonal i‖ = 1) ∧
    ∀ i j, i ≠ j → inner ℝ (hybrid (EuclideanSpace.basisFun (Fin 4) ℝ) 2 (trigonal i))
      (hybrid (EuclideanSpace.basisFun (Fin 4) ℝ) 2 (trigonal j)) = (0 : ℝ) := by
  have ho := (EuclideanSpace.basisFun (Fin 4) ℝ).orthonormal
  have g : ∀ i j, inner ℝ (trigonal i) (trigonal j) = if i = j then (1 : ℝ) else -1 / 2 := by
    intro i j
    have h3 := Real.mul_self_sqrt (show (0 : ℝ) ≤ 3 by norm_num)
    -- the scalar product in coordinates
    have coord : ∀ x y : Direction, inner ℝ x y = x 0 * y 0 + x 1 * y 1 + x 2 * y 2 := by
      intro x y
      simp [PiLp.inner_apply, Fin.sum_univ_three, mul_comm]
    rw [coord]
    fin_cases i <;> fin_cases j <;>
      simp [trigonal] <;> nlinarith [h3]
  have u : ∀ i, ‖trigonal i‖ = 1 := by
    intro i
    have hi := g i i
    rw [real_inner_self_eq_norm_sq, if_pos rfl] at hi
    nlinarith [norm_nonneg (trigonal i)]
  refine ⟨ho, u, fun i j hij => ?_⟩
  rw [equivalent_hybrids_iff ho two_pos (u i) (u j), cos_angle, u i, u j, g i j, if_neg hij]
  norm_num

end

end HybridOrbitals
```

The standard basis of four-dimensional space stands in for the orbitals. The step `g` computes the scalar products in coordinates: $1$ for equal labels, $-1/2$ otherwise. Every vector therefore has unit length, and $\cos t=-1/2=-1/l$ holds for $l=2$, so the equal-index criterion gives orthogonality.

```lean
#print axioms HybridOrbitals.three_hybrids_orthogonal_iff
-- 'HybridOrbitals.three_hybrids_orthogonal_iff' depends on axioms: [propext, Classical.choice, Quot.sound]
#print axioms HybridOrbitals.angle_obtuse
-- 'HybridOrbitals.angle_obtuse' depends on axioms: [propext, Classical.choice, Quot.sound]
#print axioms HybridOrbitals.exists_orthogonal_hybrids
-- 'HybridOrbitals.exists_orthogonal_hybrids' depends on axioms: [propext, Classical.choice, Quot.sound]
```
